# A single band with occupations 0 and 1 has an absolutely summable density matrix only if it is empty or full

One way to make density-matrix purification scale linearly with system size is to discard the elements beyond a cutoff radius. The error is under control if the absolute values of the discarded elements in a row add up to something that a larger radius makes as small as desired, which requires the row to be absolutely summable. For non-interacting electrons on an infinite, translation-invariant chain with one orbital per cell and every occupation equal to 0 or 1, this holds only when the band is entirely empty or entirely full.

In Lean 4 with Mathlib:

```lean
import Mathlib

open Complex

namespace SingleBandLocality

noncomputable section
```

## Bloch sum of the density matrix

Take the lattice constant as the unit of length and let $k$ be a real crystal momentum. Moving a Bloch state forward by $n$ cells multiplies it by the phase

$$\varphi_n(k)=e^{\mathrm{i}nk},\qquad n\in\mathbb Z .$$

```lean
/-- The Bloch phase `exp(ink)` for a translation by `n` lattice cells at crystal momentum `k`. -/
def phase (n : ℤ) (k : ℝ) : ℂ := exp ((n : ℂ) * I * (k : ℂ))
```

Let $c_n$ be the complex density-matrix element between cells at distance $n$. The occupation of the band is the Bloch sum

$$f(k)=\sum_{n\in\mathbb Z}c_n\,\varphi_n(k).$$

```lean
/-- The occupation of a single band at momentum `k`, the Bloch sum of the
density-matrix elements `c n` between cells at distance `n`. -/
def bandOccupation (c : ℤ → ℂ) (k : ℝ) : ℂ := ∑' n : ℤ, c n * phase n k
```

In real space the density matrix is $\rho_{ij}=c_{i-j}$, so that $c$ is one column of an infinite matrix. With this index order, $f(k)$ is the eigenvalue of $\rho$ for the Bloch state with amplitude $e^{-\mathrm{i}jk}$ on cell $j$, so $k$ has the opposite sign to that in the common convention $e^{\mathrm{i}jk}$. The results below concern all $k$ together and do not depend on this sign. The orbitals are taken as orthonormal, and occupations are counted per spin channel.

```lean
/-- The real-space density matrix of a translation-invariant chain with one orbital per cell. -/
def densityMatrix (c : ℤ → ℂ) (i j : ℤ) : ℂ := c (i - j)
```

## Phases and their orthogonality

Since $nk$ is real, $|\varphi_n(k)|=1$.

```lean
/-- Bloch phases have modulus one. -/
theorem norm_phase (n : ℤ) (k : ℝ) : ‖phase n k‖ = 1 := by
  have h : (n : ℂ) * I * (k : ℂ) = (((n : ℝ) * k : ℝ) : ℂ) * I := by
    push_cast
    ring
  rw [phase, h, Complex.norm_exp_ofReal_mul_I]
```

Adding exponents gives $\varphi_{m+n}(k)=\varphi_m(k)\,\varphi_n(k)$.

```lean
/-- Bloch phases multiply when lattice translations are composed. -/
theorem phase_add (m n : ℤ) (k : ℝ) : phase (m + n) k = phase m k * phase n k := by
  unfold phase
  rw [← Complex.exp_add]
  congr 1
  push_cast
  ring
```

Over one Brillouin zone, $\int_0^{2\pi}\varphi_0\,dk=2\pi$, while for $n\neq0$

$$\int_0^{2\pi}\varphi_n(k)\,dk=\frac{e^{2\pi \mathrm{i}n}-1}{\mathrm{i}n}=0 .$$

```lean
/-- The integral of a Bloch phase over the Brillouin zone is `2π` for zero
translation and vanishes otherwise. -/
theorem integral_phase (n : ℤ) :
    ∫ k in (0 : ℝ)..(2 * Real.pi), phase n k = if n = 0 then 2 * (Real.pi : ℂ) else 0 := by
  by_cases h : n = 0
  · simp [phase, h]
  · have hn : (n : ℂ) * I ≠ 0 := mul_ne_zero (by exact_mod_cast h) I_ne_zero
    have e : (n : ℂ) * I * ((2 * Real.pi : ℝ) : ℂ) = n * (2 * Real.pi * I) := by
      push_cast
      ring
    simp only [phase]
    rw [integral_exp_mul_complex hn, e, Complex.exp_int_mul_two_pi_mul_I]
    simp [h]
```

Each phase is a continuous function of $k$.

```lean
theorem continuous_phase (n : ℤ) : Continuous (phase n) := by
  unfold phase
  fun_prop
```

The hypothesis `Summable fun n => ‖c n‖` says that $\sum_n|c_n|<\infty$. It is the locality assumption: the elements beyond a large enough distance have an arbitrarily small total weight. Because $|c_n\varphi_n(k)|=|c_n|$, the Bloch sum then converges absolutely at every $k$.

```lean
theorem summable_terms {c : ℤ → ℂ} (hc : Summable fun n => ‖c n‖) (k : ℝ) :
    Summable fun n => ‖c n * phase n k‖ := by
  simp only [norm_mul, norm_phase, mul_one]
  exact hc
```

## Recovering an element from the occupation

Multiply $f$ by $\varphi_{-m}$ and integrate. The terms $c_n\varphi_{n-m}(k)$ are bounded by $|c_n|$ uniformly in $k$, and these bounds have a finite sum, so dominated convergence allows the sum and the integral to be exchanged:

$$\int_0^{2\pi}f(k)\,\varphi_{-m}(k)\,dk=\sum_n c_n\int_0^{2\pi}\varphi_{n-m}(k)\,dk=2\pi c_m .$$

In the proof, `H` is the exchange and the second `e` is the orthogonality relation that leaves only $n=m$.

```lean
/-- If the density matrix is absolutely summable, its element at distance `m` is recovered from the
band occupation by integration over the Brillouin zone. -/
theorem integral_bandOccupation {c : ℤ → ℂ} (hc : Summable fun n => ‖c n‖) (m : ℤ) :
    ∫ k in (0 : ℝ)..(2 * Real.pi), bandOccupation c k * phase (-m) k
      = 2 * (Real.pi : ℂ) * c m := by
  -- sum and integral are exchanged by dominated convergence
  have H : HasSum (fun n : ℤ => ∫ k in (0 : ℝ)..(2 * Real.pi), c n * phase (n - m) k)
      (∫ k in (0 : ℝ)..(2 * Real.pi), bandOccupation c k * phase (-m) k) := by
    refine intervalIntegral.hasSum_integral_of_dominated_convergence
      (fun n _ => ‖c n‖) ?_ ?_ ?_ ?_ ?_
    · intro n
      exact (continuous_const.mul (continuous_phase _)).aestronglyMeasurable
    · intro n
      exact Filter.Eventually.of_forall fun k _ => by simp [norm_phase]
    · exact Filter.Eventually.of_forall fun _ _ => hc
    · exact continuous_const.intervalIntegrable _ _
    · refine Filter.Eventually.of_forall fun k _ => ?_
      have e : (fun n : ℤ => c n * phase (n - m) k)
          = fun n => c n * phase n k * phase (-m) k := by
        funext n
        rw [sub_eq_add_neg, phase_add, mul_assoc]
      rw [e]
      exact (summable_terms hc k).of_norm.hasSum.mul_right (phase (-m) k)
  -- orthogonality leaves the single term n = m
  have e : ∀ n : ℤ, ∫ k in (0 : ℝ)..(2 * Real.pi), c n * phase (n - m) k
      = if n = m then 2 * (Real.pi : ℂ) * c m else 0 := by
    intro n
    rw [intervalIntegral.integral_const_mul, integral_phase]
    by_cases h : n = m
    · rw [if_pos (sub_eq_zero.2 h), if_pos h, h]
      ring
    · rw [if_neg (fun h' => h (sub_eq_zero.1 h')), if_neg h, mul_zero]
  simp only [e] at H
  exact H.unique (hasSum_ite_eq m _)
```

## No jump between empty and filled

The same uniform bound makes $f$ continuous. Suppose that $f(k)\in\{0,1\}$ for every $k$, but that $f$ is neither 0 everywhere nor 1 everywhere. Then there is a momentum $a$ with $f(a)\neq0$, hence $f(a)=1$, and a momentum $b$ with $f(b)\neq1$, hence $f(b)=0$. By the intermediate value theorem, $\operatorname{Re}f(k)=\tfrac12$ at some $k$, which neither allowed value permits.

The real part is used because $f$ is complex-valued in the code; Hermiticity of $\rho$ is not assumed.

```lean
/-- If the density matrix is absolutely summable and every occupation is 0 or 1,
the band is empty at all momenta or filled at all momenta. -/
theorem empty_or_filled {c : ℤ → ℂ} (hc : Summable fun n => ‖c n‖)
    (h : ∀ k, bandOccupation c k = 0 ∨ bandOccupation c k = 1) :
    (∀ k, bandOccupation c k = 0) ∨ (∀ k, bandOccupation c k = 1) := by
  have hcont : Continuous (bandOccupation c) :=
    continuous_tsum (fun n => continuous_const.mul (continuous_phase n)) hc
      (fun n k => by simp [norm_phase])
  by_contra hne
  rw [not_or, not_forall, not_forall] at hne
  obtain ⟨⟨a, ha⟩, ⟨b, hb⟩⟩ := hne
  have ha1 := (h a).resolve_left ha
  have hb0 := (h b).resolve_right hb
  -- a jump from 0 to 1 would force an occupation with real part 1/2
  obtain ⟨k, hk⟩ := mem_range_of_exists_le_of_exists_ge
    (c := (1 / 2 : ℝ)) (Complex.continuous_re.comp hcont)
    ⟨b, by simp [hb0]⟩ ⟨a, by simp only [Function.comp_apply, ha1, one_re]; norm_num⟩
  rcases h k with h0 | h1
  · norm_num [h0] at hk
  · norm_num [h1] at hk
```

## A constant occupation leaves only the on-site element

If $f(k)=a$ for all $k$, with $a$ now a complex constant, the recovery formula gives

$$2\pi c_m=a\int_0^{2\pi}\varphi_{-m}(k)\,dk=2\pi a\,\delta_{m0},$$

so $c_m=a\,\delta_{m0}$. The proof cancels the nonzero factor $2\pi$ and treats $m=0$ and $m\neq0$ separately.

```lean
/-- If the density matrix is absolutely summable and the occupation is `a` at every momentum, the
on-site element is `a` and all other elements vanish. -/
theorem coeff_of_constant {c : ℤ → ℂ} (hc : Summable fun n => ‖c n‖) {a : ℂ}
    (h : ∀ k, bandOccupation c k = a) (m : ℤ) : c m = if m = 0 then a else 0 := by
  have H := integral_bandOccupation hc m
  simp only [h] at H
  rw [intervalIntegral.integral_const_mul, integral_phase] at H
  have hp : 2 * (Real.pi : ℂ) ≠ 0 := by simp [Real.pi_ne_zero]
  apply mul_left_cancel₀ hp
  rw [← H]
  by_cases hm : m = 0
  · rw [if_pos (neg_eq_zero.2 hm), if_pos hm]
    ring
  · rw [if_neg (fun h' => hm (neg_eq_zero.1 h')), if_neg hm]
    ring
```

## The equivalence for a single band

Combining the last two steps, for absolutely summable $c$,

$$\bigl(\forall k:\ f(k)\in\{0,1\}\bigr)\iff\bigl(c_n=0\text{ for all }n\neq0\ \text{ and }\ c_0\in\{0,1\}\bigr).$$

From left to right, $f$ is constantly 0 or constantly 1, and its value becomes $c_0$. From right to left, the Bloch sum has the single term $c_0\varphi_0(k)=c_0$.

The condition on the left is that of a sharp, zero-temperature filling, imposed at every real $k$. Fractional occupations, such as those of a thermal distribution, are not covered, and neither are finite rings, where $k$ takes discrete values. The statement gives no decay rate: in a partially filled band the elements may still tend to zero with distance, but too slowly for their absolute values to have a finite sum.

```lean
/-- For an absolutely summable single-band density matrix, all occupations are 0 or 1
exactly when all intersite elements vanish and the on-site element is 0 or 1. -/
theorem no_partially_filled_band {c : ℤ → ℂ} (hc : Summable fun n => ‖c n‖) :
    (∀ k, bandOccupation c k = 0 ∨ bandOccupation c k = 1) ↔
      (∀ n, n ≠ 0 → c n = 0) ∧ (c 0 = 0 ∨ c 0 = 1) := by
  constructor
  · intro h
    rcases empty_or_filled hc h with h0 | h1
    · exact ⟨fun n hn => by rw [coeff_of_constant hc h0 n, if_neg hn],
        Or.inl (by rw [coeff_of_constant hc h0 0, if_pos rfl])⟩
    · exact ⟨fun n hn => by rw [coeff_of_constant hc h1 n, if_neg hn],
        Or.inr (by rw [coeff_of_constant hc h1 0, if_pos rfl])⟩
  · rintro ⟨hn, h0⟩ k
    have e : bandOccupation c k = c 0 := by
      unfold bandOccupation
      rw [tsum_eq_single 0 (fun n h => by rw [hn n h, zero_mul])]
      simp [phase]
    rwa [e]
```

## Idempotency in real space

Purification aims at $\rho^2=\rho$, which can be imposed without mentioning momentum:

$$\sum_l\rho_{il}\,\rho_{lj}=\rho_{ij}\quad\text{for all }i,j .$$

Setting $j=0$ gives the convolution identity $\sum_l c_{i-l}c_l=c_i$. Absolute summability permits the double sum for $f^2$ to be rearranged by total distance $i$:

$$f(k)^2=\sum_i\sum_l c_{i-l}\,\varphi_{i-l}(k)\,c_l\,\varphi_l(k)=\sum_i\Bigl(\sum_l c_{i-l}c_l\Bigr)\varphi_i(k)=f(k).$$

Hence $f(k)\,(f(k)-1)=0$, every occupation is 0 or 1, and the earlier steps give $\rho=0$ or $\rho=\mathbb 1$. In the code, the equivalence `e` on pairs of integers performs the relabelling, `hsq` is $f^2=f$, and `h01` extracts the two allowed values.

```lean
/-- An absolutely summable, translation-invariant density matrix with one orbital per cell
that is idempotent is either zero or the identity. -/
theorem idempotent_densityMatrix {c : ℤ → ℂ} (hc : Summable fun n => ‖c n‖)
    (hP : ∀ i j, ∑' l, densityMatrix c i l * densityMatrix c l j = densityMatrix c i j) :
    (∀ i j, densityMatrix c i j = 0) ∨
      (∀ i j, densityMatrix c i j = if i = j then 1 else 0) := by
  -- in momentum space the matrix product becomes a product of occupations
  have hsq : ∀ k, bandOccupation c k * bandOccupation c k = bandOccupation c k := by
    intro k
    have hs := summable_terms hc k
    let e : ℤ × ℤ ≃ ℤ × ℤ :=
      { toFun := fun p => (p.1 - p.2, p.2)
        invFun := fun p => (p.1 + p.2, p.2)
        left_inv := fun p => by simp
        right_inv := fun p => by simp }
    have hprod := summable_mul_of_summable_norm hs hs
    unfold bandOccupation
    have hprod' := e.summable_iff.2 hprod
    rw [tsum_mul_tsum_of_summable_norm hs hs, ← e.tsum_eq]
    refine (Summable.tsum_prod hprod').trans ?_
    refine tsum_congr fun i => ?_
    change ∑' l, c (i - l) * phase (i - l) k * (c l * phase l k) = c i * phase i k
    have hi : ∑' l, c (i - l) * c l = c i := by simpa [densityMatrix] using hP i 0
    rw [← hi, ← tsum_mul_right]
    refine tsum_congr fun l => ?_
    change c (i - l) * phase (i - l) k * (c l * phase l k) = c (i - l) * c l * phase i k
    have hph : phase i k = phase (i - l) k * phase l k := by
      rw [← phase_add, sub_add_cancel]
    rw [hph]
    ring
  have h01 : ∀ k, bandOccupation c k = 0 ∨ bandOccupation c k = 1 := by
    intro k
    have h : bandOccupation c k * (bandOccupation c k - 1) = 0 := by
      linear_combination hsq k
    exact (mul_eq_zero.1 h).imp id sub_eq_zero.1
  rcases empty_or_filled hc h01 with h | h
  · left
    intro i j
    simp [densityMatrix, coeff_of_constant hc h]
  · right
    intro i j
    simp [densityMatrix, coeff_of_constant hc h, sub_eq_zero]
```

## Two orbitals per cell can avoid the obstruction

With two orbitals per cell the occupation at each $k$ becomes a $2\times2$ matrix, which can change with $k$ while its eigenvalues stay at 0 and 1. An example is

$$P(k)=\frac12\begin{pmatrix}1&e^{-\mathrm{i}k}\\ e^{\mathrm{i}k}&1\end{pmatrix}.$$

Only the phases $\varphi_0$ and $\varphi_{\pm1}$ occur, so the real-space elements vanish beyond neighbouring cells.

```lean
/-- A Bloch density matrix with two orbitals per cell. The diagonal entries are `1/2`, and the
off-diagonal entries connect orbitals in neighbouring cells. -/
def dimerProjector (k : ℝ) : Matrix (Fin 2) (Fin 2) ℂ :=
  !![1 / 2, phase (-1) k / 2; phase 1 k / 2, 1 / 2]
```

Since $\varphi_1(k)\varphi_{-1}(k)=1$, each diagonal entry of $P(k)^2$ is $\tfrac14+\tfrac14=\tfrac12$. Each off-diagonal entry is the sum of two equal halves of the original entry, so $P(k)^2=P(k)$. Complex conjugation exchanges $\varphi_1$ and $\varphi_{-1}$, which makes $P(k)$ Hermitian, and its trace is $\tfrac12+\tfrac12=1$. One of the two states is therefore filled at every momentum: the chain is half filled and its density matrix has finite range.

The proof checks the four entries of the square as `e1` to `e4`, and uses `hconj` for the conjugation of phases.

```lean
/-- With two orbitals per cell, this finite-range density matrix is idempotent,
Hermitian and of trace one at every momentum. -/
theorem dimerProjector_half_filled (k : ℝ) :
    dimerProjector k * dimerProjector k = dimerProjector k ∧
      (dimerProjector k).IsHermitian ∧ (dimerProjector k).trace = 1 := by
  have h : phase 1 k * phase (-1) k = 1 := by
    rw [← phase_add]
    simp [phase]
  have hconj : ∀ n : ℤ, (starRingEnd ℂ) (phase n k) = phase (-n) k := by
    intro n
    unfold phase
    rw [← Complex.exp_conj]
    congr 1
    simp
  refine ⟨?_, ?_, ?_⟩
  · have e1 : (1 / 2 : ℂ) * (1 / 2) + phase (-1) k / 2 * (phase 1 k / 2) = 1 / 2 := by
      linear_combination (1 / 4 : ℂ) * h
    have e2 : (1 / 2 : ℂ) * (phase (-1) k / 2) + phase (-1) k / 2 * (1 / 2)
        = phase (-1) k / 2 := by ring
    have e3 : phase 1 k / 2 * (1 / 2) + 1 / 2 * (phase 1 k / 2) = phase 1 k / 2 := by ring
    have e4 : phase 1 k / 2 * (phase (-1) k / 2) + 1 / 2 * (1 / 2) = 1 / 2 := by
      linear_combination (1 / 4 : ℂ) * h
    rw [dimerProjector, Matrix.mul_fin_two, e1, e2, e3, e4]
  · ext i j
    fin_cases i <;> fin_cases j <;>
      simp [dimerProjector, Matrix.conjTranspose_apply, hconj]
  · rw [dimerProjector, Matrix.trace_fin_two]
    norm_num

end

end SingleBandLocality
```

```lean
#print axioms SingleBandLocality.integral_bandOccupation
-- 'SingleBandLocality.integral_bandOccupation' depends on axioms: [propext, Classical.choice, Quot.sound]
#print axioms SingleBandLocality.no_partially_filled_band
-- 'SingleBandLocality.no_partially_filled_band' depends on axioms: [propext, Classical.choice, Quot.sound]
#print axioms SingleBandLocality.idempotent_densityMatrix
-- 'SingleBandLocality.idempotent_densityMatrix' depends on axioms: [propext, Classical.choice, Quot.sound]
#print axioms SingleBandLocality.dimerProjector_half_filled
-- 'SingleBandLocality.dimerProjector_half_filled' depends on axioms: [propext, Classical.choice, Quot.sound]
```
